# Over the nonzero points of a cubic lattice, the sum of erfc(w|n|)/|n| converges for w > 0 and the sum of 1/|n| diverges

## Like charges on a line

Put a unit charge at every integer point of a line. In units where two unit charges at distance \(r\) interact with energy \(1/r\), the potential at the origin due to all the other charges is

\[
2\sum_{k=1}^{\infty}\frac1k=\infty .
\]

Now replace \(1/r\) by \(\operatorname{erfc}(wr)/r\) with \(w>0\), where

\[
\operatorname{erfc}(x)=\frac{2}{\sqrt\pi}\int_x^\infty e^{-t^2}\,dt .
\]

For \(x\ge 0\) this function is at most \(e^{-x^2}\), as derived below. Since \(1/k\le 1\) and \(k^2\ge k\) for \(k \ge 1\),

\[
2\sum_{k=1}^{\infty}\frac{\operatorname{erfc}(wk)}{k}\le 2\sum_{k=1}^{\infty}e^{-w^2k^2}\le 2\sum_{k=1}^{\infty}e^{-w^2k}=\frac{2}{e^{w^2}-1}.
\]

The same comparison works on the simple cubic lattice in three dimensions, and in any dimension \(d\ge1\). Many range-separated hybrid functionals, and Ewald summation in its usual form with Gaussian screening charges, split the Coulomb kernel with this function; the result here concerns only the kernel itself, summed over equal point charges on a simple cubic lattice.

```lean
import Mathlib

open MeasureTheory Set

namespace ScreenedCoulombLatticeSum

noncomputable section
```

## The Coulomb kernel in two parts

The complementary error function is defined directly by its tail integral; `Ioi x` is the open half-line \((x,\infty)\).

```lean
/-- The complementary error function, as the normalised tail integral of a Gaussian. -/
def erfc (x : ℝ) : ℝ := 2 / √Real.pi * ∫ t in Ioi x, Real.exp (-t ^ 2)
```

The kernel is then split as

\[
\frac1r=\frac{\operatorname{erfc}(wr)}{r}+\frac{1-\operatorname{erfc}(wr)}{r}.
\]

The parameter \(w\) is the range-separation parameter, usually written \(\omega\) or \(\mu\) in density functional theory. Its inverse is the distance over which the first part is cut off. Lengths are measured in lattice spacings, so \(w\) is dimensionless here.

```lean
/-- The short-range part `erfc(w r)/r` of the Coulomb kernel, for distances `r ≠ 0`. -/
def shortRange (w r : ℝ) : ℝ := erfc (w * r) / r
```

The second part is the one often written \(\operatorname{erf}(wr)/r\).

```lean
/-- The long-range part `(1 - erfc(w r))/r` of the Coulomb kernel, for distances `r ≠ 0`. -/
def longRange (w r : ℝ) : ℝ := (1 - erfc (w * r)) / r
```

A lattice point is a tuple of integers \(n=(n_0,\dots,n_{d-1})\), in Lean a function `Fin d → ℤ`. Its length is Euclidean, \(|n|=\sqrt{\sum_i n_i^2}\). This is written out because Lean's built-in norm on such functions is the largest coordinate in absolute value.

```lean
/-- The Euclidean length of a point of the simple cubic lattice in `d` dimensions. -/
def latticeLength {d : ℕ} (n : Fin d → ℤ) : ℝ := √(∑ i, (n i : ℝ) ^ 2)
```

## A Gaussian bound on erfc

The Gaussian \(e^{-t^2}\) is integrable over the real line, which the comparisons of integrals below require.

```lean
lemma integrable_gauss : Integrable (fun t : ℝ => Real.exp (-t ^ 2)) := by
  simpa using integrable_exp_neg_mul_sq (b := 1) one_pos
```

Its integral over any half-line is nonnegative, hence \(\operatorname{erfc}(x)\ge0\) for every real \(x\).

```lean
lemma erfc_nonneg (x : ℝ) : 0 ≤ erfc x :=
  mul_nonneg (by positivity) (integral_nonneg fun _ => (Real.exp_pos _).le)
```

At the origin the half-line integral is \(\int_0^\infty e^{-t^2}dt=\sqrt\pi/2\), and the prefactor normalises it to \(\operatorname{erfc}(0)=1\). Mathlib supplies the integral, and `field_simp` cancels \(\sqrt\pi\).

```lean
/-- The complementary error function equals one at the origin. -/
theorem erfc_zero : erfc 0 = 1 := by
  have h := integral_gaussian_Ioi 1
  simp only [neg_mul, one_mul, div_one] at h
  have hpi : √Real.pi ≠ 0 := (Real.sqrt_pos.mpr Real.pi_pos).ne'
  rw [erfc, h]
  field_simp
```

For \(x\ge0\), substitute \(t=s+x\). Since \(s\ge0\) as well, the cross term in \((s+x)^2=s^2+2sx+x^2\) is nonnegative, and

\[
\operatorname{erfc}(x)=\frac{2}{\sqrt\pi}\int_0^\infty e^{-(s+x)^2}ds\le e^{-x^2}\,\frac{2}{\sqrt\pi}\int_0^\infty e^{-s^2}ds=e^{-x^2}.
\]

In the code, `shift` is the substitution. It writes each half-line integral as an integral over the whole line with an indicator function, and then uses translation invariance. The step `mono` drops the cross term, with `nlinarith` supplied with \(xs\ge0\). The final `calc` block is the displayed chain.

```lean
/-- For `x ≥ 0` the complementary error function is at most the Gaussian `exp(-x²)`. -/
theorem erfc_le_exp {x : ℝ} (hx : 0 ≤ x) : erfc x ≤ Real.exp (-x ^ 2) := by
  -- move the start of the tail to the origin
  have shift : ∫ t in Ioi x, Real.exp (-t ^ 2)
      = ∫ s in Ioi (0 : ℝ), Real.exp (-(s + x) ^ 2) := by
    have h := integral_add_right_eq_self (μ := volume)
      ((Ioi x).indicator fun t : ℝ => Real.exp (-t ^ 2)) x
    rw [← integral_indicator measurableSet_Ioi, ← integral_indicator measurableSet_Ioi, ← h]
    congr 1
    funext s
    simp [Set.indicator_apply]
  -- drop the cross term `2 s x ≥ 0` in the exponent
  have mono : ∫ s in Ioi (0 : ℝ), Real.exp (-(s + x) ^ 2)
      ≤ ∫ s in Ioi (0 : ℝ), Real.exp (-x ^ 2) * Real.exp (-s ^ 2) := by
    refine setIntegral_mono_on (integrable_gauss.comp_add_right x).integrableOn
      (integrable_gauss.const_mul _).integrableOn measurableSet_Ioi fun s hs => ?_
    have hs' : 0 < s := hs
    rw [← Real.exp_add]
    apply Real.exp_le_exp.mpr
    nlinarith [mul_nonneg hx hs'.le]
  calc erfc x = 2 / √Real.pi * ∫ s in Ioi (0 : ℝ), Real.exp (-(s + x) ^ 2) := by
        rw [erfc, shift]
    _ ≤ 2 / √Real.pi * ∫ s in Ioi (0 : ℝ), Real.exp (-x ^ 2) * Real.exp (-s ^ 2) :=
        mul_le_mul_of_nonneg_left mono (by positivity)
    _ = Real.exp (-x ^ 2) * erfc 0 := by
        rw [integral_const_mul, erfc]
        ring
    _ = Real.exp (-x ^ 2) := by rw [erfc_zero, mul_one]
```

For \(x\le0\) the tail contains the whole half-line \((0,\infty)\), and so \(\operatorname{erfc}(x)\ge\operatorname{erfc}(0)=1\). The Gaussian bound therefore fails at every negative \(x\): at \(x=-1\) the left side is at least 1 and the right side is \(e^{-1}\).

```lean
lemma one_le_erfc {x : ℝ} (hx : x ≤ 0) : 1 ≤ erfc x := by
  have h : erfc 0 ≤ erfc x := by
    unfold erfc
    exact mul_le_mul_of_nonneg_left
      (setIntegral_mono_set integrable_gauss.integrableOn
        (Filter.Eventually.of_forall fun _ => (Real.exp_pos _).le)
        (Ioi_subset_Ioi hx).eventuallyLE) (by positivity)
  rwa [erfc_zero] at h
```

## Gaussian sums over the lattice

A nonzero lattice point has some coordinate \(n_i\ne0\). Being an integer, it satisfies \(n_i^2\ge1\), and therefore \(|n|\ge1\). Dividing a nonnegative number by \(|n|\) therefore never increases it.

```lean
/-- Every nonzero lattice point is at least one lattice spacing away from the origin. -/
theorem one_le_latticeLength {d : ℕ} {n : Fin d → ℤ} (hn : n ≠ 0) : 1 ≤ latticeLength n := by
  obtain ⟨i, hi⟩ := Function.ne_iff.mp hn
  have hi' : n i ≠ 0 := hi
  have h0 : 0 < (n i) ^ 2 := by positivity
  have h1 : (1 : ℤ) ≤ (n i) ^ 2 := by linarith
  have h2 : (1 : ℝ) ≤ (n i : ℝ) ^ 2 := by exact_mod_cast h1
  have h3 : (n i : ℝ) ^ 2 ≤ ∑ j, (n j : ℝ) ^ 2 :=
    Finset.single_le_sum (f := fun j => (n j : ℝ) ^ 2) (fun j _ => sq_nonneg _)
      (Finset.mem_univ i)
  unfold latticeLength
  exact (Real.le_sqrt' one_pos).mpr (by linarith)
```

Next, let \(f\ge0\) be a function on the integers with a convergent sum. Then \(\prod_i f(n_i)\) has a convergent sum over \(\mathbb Z^d\). The argument is induction on \(d\). For \(d=0\) there is a single point, the empty tuple. For the step, write

\[
\prod_{i=0}^{d} f(n_i)=f(n_0)\prod_{i=1}^{d}f(n_i),
\]

and use that the product of two convergent nonnegative sums converges as a double sum. The lemma expresses this by sending a tuple injectively to the pair of its first coordinate and the rest.

```lean
lemma summable_pi_prod {f : ℤ → ℝ} (h0 : ∀ k, 0 ≤ f k) (hf : Summable f) (d : ℕ) :
    Summable fun n : Fin d → ℤ => ∏ i, f (n i) := by
  induction d with
  | zero => exact Summable.of_finite
  | succ d ih =>
    -- split off the first coordinate
    have hinj : Function.Injective
        (fun n : Fin (d + 1) → ℤ => (n 0, fun i : Fin d => n i.succ)) := by
      intro a b hab
      funext j
      refine Fin.cases ?_ (fun i => ?_) j
      · exact congrArg Prod.fst hab
      · exact congrFun (congrArg Prod.snd hab) i
    have h := (hf.mul_of_nonneg ih h0
      (fun n => Finset.prod_nonneg fun i _ => h0 (n i))).comp_injective hinj
    simp only [Fin.prod_univ_succ]
    exact h
```

The lattice Gaussian has this product form:

\[
e^{-w^2|n|^2}=\prod_{i}e^{-w^2n_i^2}.
\]

For each factor, \(k\le k^2\) gives \(e^{-w^2k^2}\le e^{-w^2k}\) for \(k=0,1,2,\dots\), a geometric series with ratio \(e^{-w^2}<1\). This is `hN`. The negative integers give the same values, which yields `hZ`, and the equation `e` is the factorisation.

```lean
/-- For `w > 0` the Gaussian `exp(-w²|n|²)` is summable over the lattice in any dimension. -/
theorem summable_gaussian_lattice {w : ℝ} (hw : 0 < w) (d : ℕ) :
    Summable fun n : Fin d → ℤ => Real.exp (-(w * latticeLength n) ^ 2) := by
  -- one dimension: compare with a geometric series
  have hN : Summable fun k : ℕ => Real.exp (-(w * (k : ℝ)) ^ 2) := by
    have hneg : -w ^ 2 < 0 := neg_lt_zero.mpr (pow_pos hw 2)
    refine Summable.of_nonneg_of_le (fun _ => (Real.exp_pos _).le) (fun k => ?_)
      (Real.summable_exp_nat_mul_iff.mpr hneg)
    have hk : (k : ℝ) ≤ (k : ℝ) ^ 2 := by exact_mod_cast Nat.le_self_pow two_ne_zero k
    apply Real.exp_le_exp.mpr
    nlinarith [mul_le_mul_of_nonneg_left hk (sq_nonneg w)]
  have hZ : Summable fun k : ℤ => Real.exp (-(w * (k : ℝ)) ^ 2) :=
    Summable.of_nat_of_neg (by simpa using hN) (by simpa using hN)
  -- the Gaussian factorises over the Cartesian directions
  have e : (fun n : Fin d → ℤ => Real.exp (-(w * latticeLength n) ^ 2))
      = fun n => ∏ i, Real.exp (-(w * (n i : ℝ)) ^ 2) := by
    funext n
    have hs : (w * latticeLength n) ^ 2 = ∑ i, (w * (n i : ℝ)) ^ 2 := by
      unfold latticeLength
      rw [mul_pow, Real.sq_sqrt (Finset.sum_nonneg fun i _ => sq_nonneg _), Finset.mul_sum]
      simp only [mul_pow]
    rw [hs, ← Finset.sum_neg_distrib, Real.exp_sum]
  rw [e]
  exact summable_pi_prod (fun _ => (Real.exp_pos _).le) hZ d
```

## The harmonic series along an axis

For the bare kernel it is enough to look at one half-axis. The point \((k+1,0,\dots,0)\) with \(k=0,1,2,\dots\) has length \(k+1\). The assumption `NeZero d` says \(d\ne0\), so that a first coordinate exists.

```lean
lemma latticeLength_axis {d : ℕ} [NeZero d] (k : ℕ) :
    latticeLength (Pi.single 0 ((k : ℤ) + 1) : Fin d → ℤ) = (k : ℝ) + 1 := by
  unfold latticeLength
  rw [Finset.sum_eq_single (0 : Fin d)]
  · rw [Pi.single_eq_same]
    push_cast
    exact Real.sqrt_sq (by positivity)
  · intro j _ hj
    simp [Pi.single_eq_of_ne hj]
  · simp
```

All terms \(1/|n|\) are positive. If their sum over the nonzero lattice points converged, so would the sum over this half-axis,

\[
\sum_{k=0}^\infty\frac{1}{k+1},
\]

which is the harmonic series. In the code `φ` lists the points of the half-axis, `hφ` says that none is listed twice, and `e` identifies the terms.

The sum runs over the type `{n : Fin d → ℤ // n ≠ 0}`, which leaves out the origin, where the charge would act on itself. `Summable` means convergence to a finite value independent of the order of the terms; for real numbers this is absolute convergence. In dimension \(d=0\) there are no nonzero points and the empty sum converges, which is why \(d\ne0\) is assumed.

```lean
/-- In every dimension `d ≥ 1` the bare Coulomb sum of `1/|n|` over nonzero lattice points
diverges. -/
theorem not_summable_coulomb (d : ℕ) [NeZero d] :
    ¬ Summable fun n : {n : Fin d → ℤ // n ≠ 0} => 1 / latticeLength n.1 := by
  intro h
  -- the points on one half-axis already give the harmonic series
  let φ : ℕ → {n : Fin d → ℤ // n ≠ 0} := fun k => ⟨Pi.single 0 ((k : ℤ) + 1), by
    intro h0
    have h1 := congrFun h0 0
    rw [Pi.single_eq_same, Pi.zero_apply] at h1
    omega⟩
  have hφ : Function.Injective φ := by
    intro a b hab
    have h1 : (Pi.single 0 ((a : ℤ) + 1) : Fin d → ℤ) 0
        = (Pi.single 0 ((b : ℤ) + 1) : Fin d → ℤ) 0 := congrFun (congrArg Subtype.val hab) 0
    simp only [Pi.single_eq_same] at h1
    omega
  have e : (fun k : ℕ => 1 / ((k + 1 : ℕ) : ℝ))
      = (fun n : {n : Fin d → ℤ // n ≠ 0} => 1 / latticeLength n.1) ∘ φ := by
    funext k
    change 1 / ((k + 1 : ℕ) : ℝ)
      = 1 / latticeLength (Pi.single 0 ((k : ℤ) + 1) : Fin d → ℤ)
    rw [latticeLength_axis]
    push_cast
    rfl
  have h3 : Summable fun k : ℕ => 1 / ((k + 1 : ℕ) : ℝ) := e ▸ h.comp_injective hφ
  exact Real.not_summable_one_div_natCast
    ((summable_nat_add_iff (f := fun k : ℕ => 1 / (k : ℝ)) 1).mp h3)
```

## Convergence exactly for positive w

For \(w>0\) and \(n\ne0\), the two bounds combine to

\[
0\le\frac{\operatorname{erfc}(w|n|)}{|n|}\le\operatorname{erfc}(w|n|)\le e^{-w^2|n|^2},
\]

and the right side has a convergent sum. For \(w\le0\) the argument \(w|n|\) is not positive, so

\[
\frac{\operatorname{erfc}(w|n|)}{|n|}\ge\frac{1}{|n|},
\]

and the sum diverges with the bare one. The borderline case is \(w=0\), where \(\operatorname{erfc}(0)=1\) and the "screened" kernel is the bare kernel; the condition \(w>0\) thus cannot be relaxed to \(w\ge0\).

The theorem states this as an equivalence for every real \(w\) and every \(d\ge1\). Both directions use the comparison test `Summable.of_nonneg_of_le`: the first bounds the bare terms by the screened ones, the second bounds the screened terms by the Gaussian.

```lean
/-- In every dimension `d ≥ 1` the sum of `erfc(w|n|)/|n|` over nonzero lattice points
converges exactly when the range-separation parameter `w` is positive. -/
theorem summable_shortRange_iff (d : ℕ) [NeZero d] (w : ℝ) :
    (Summable fun n : {n : Fin d → ℤ // n ≠ 0} => shortRange w (latticeLength n.1))
      ↔ 0 < w := by
  constructor
  · intro h
    by_contra hw
    -- without screening the sum dominates the bare Coulomb sum
    refine not_summable_coulomb d (Summable.of_nonneg_of_le (fun n => ?_) (fun n => ?_) h)
    · exact div_nonneg zero_le_one (Real.sqrt_nonneg _)
    · exact div_le_div_of_nonneg_right
        (one_le_erfc (mul_nonpos_of_nonpos_of_nonneg (not_lt.mp hw) (Real.sqrt_nonneg _)))
        (Real.sqrt_nonneg _)
  · intro hw
    -- the screened kernel lies below the lattice Gaussian
    refine Summable.of_nonneg_of_le (fun n => ?_) (fun n => ?_)
      ((summable_gaussian_lattice hw d).comp_injective Subtype.val_injective)
    · exact div_nonneg (erfc_nonneg _) (Real.sqrt_nonneg _)
    · exact (div_le_self (erfc_nonneg _) (one_le_latticeLength n.2)).trans
        (erfc_le_exp (mul_nonneg hw.le (Real.sqrt_nonneg _)))
```

For \(d=3\) the two statements stand side by side, with the kernels written out in full. The theorem gives convergence but no value for the sum.

```lean
/-- On the three-dimensional cubic lattice without the origin, for `w > 0`, the sum of
`erfc(w|n|)/|n|` converges while the sum of `1/|n|` diverges. -/
theorem screened_converges_bare_diverges {w : ℝ} (hw : 0 < w) :
    (Summable fun n : {n : Fin 3 → ℤ // n ≠ 0} =>
        erfc (w * latticeLength n.1) / latticeLength n.1) ∧
      ¬ Summable fun n : {n : Fin 3 → ℤ // n ≠ 0} => 1 / latticeLength n.1 :=
  ⟨(summable_shortRange_iff 3 w).mpr hw, not_summable_coulomb 3⟩
```

Equal charges of one sign are not a model of a real crystal, which is neutral and contains charges of both signs. Madelung sums over neutral arrangements of point charges can converge when the terms are taken in a suitable order, a weaker notion than the absolute convergence meant by `Summable`.

## The long-range part carries the divergence

Suppose that, for some \(w>0\), the long-range sum converged. Adding the convergent short-range sum term by term would give

\[
\frac{1-\operatorname{erfc}(w|n|)}{|n|}+\frac{\operatorname{erfc}(w|n|)}{|n|}=\frac1{|n|},
\]

and the bare sum would converge, which it does not. The code follows these lines: `h.add` adds the two sums, and `simp` recombines the kernels. At \(w=0\) the long-range part is identically zero and its sum converges, so the statement needs at least \(w\ne0\).

```lean
/-- For `w > 0` and `d ≥ 1` the sum of the long-range part `(1 - erfc(w|n|))/|n|` over nonzero
lattice points diverges. -/
theorem not_summable_longRange (d : ℕ) [NeZero d] {w : ℝ} (hw : 0 < w) :
    ¬ Summable fun n : {n : Fin d → ℤ // n ≠ 0} => longRange w (latticeLength n.1) := by
  intro h
  -- adding the convergent short-range sum would make the bare sum converge
  have hs := h.add ((summable_shortRange_iff d w).mpr hw)
  simp only [longRange, shortRange, ← add_div, sub_add_cancel] at hs
  exact not_summable_coulomb d hs

end

end ScreenedCoulombLatticeSum
```

For equal charges on this lattice, with \(w>0\) and no neutralising background, a large enough real-space cutoff therefore approximates the short-range sum to any accuracy, while the long-range sum grows without limit as the cutoff increases.

```lean
#print axioms ScreenedCoulombLatticeSum.screened_converges_bare_diverges
#print axioms ScreenedCoulombLatticeSum.not_summable_longRange
```

```
'ScreenedCoulombLatticeSum.screened_converges_bare_diverges' depends on axioms: [propext, Classical.choice, Quot.sound]
'ScreenedCoulombLatticeSum.not_summable_longRange' depends on axioms: [propext, Classical.choice, Quot.sound]
```
